# The $T^2$ law for the thermal fluctuations of a linearly dispersing critical mode in three dimensions

If every mode of a soft phonon branch is given the classical thermal energy $T$, its fluctuation integral up to a wavevector cutoff $L$ comes out as $TL$, linear in temperature and proportional to the cutoff. Near absolute zero both features are wrong. With Bose statistics the integral, in units $\hbar=k_B=1$ and with unit mode velocity, is

$$I(T,L)=\int_0^L\frac{q}{e^{q/T}-1}\,dq ,\qquad \frac{I(T,L)}{T^2}\to\frac{\pi^2}{6}\quad(T\to0^+)$$

for every fixed $L>0$.

```lean
import Mathlib

open Filter
open scoped Real Topology

namespace QuantumCriticalSoftMode

noncomputable section
```

## The integral and the susceptibility model

In the variable $x=q/T$ the integrand becomes $T\,p(x)$, with the thermal weight $p(x)=x/(e^x-1)$.

```lean
/-- The dimensionless thermal weight `x / (exp x - 1)` of a mode with energy `x` in units of
the temperature. -/
def planck (x : ℝ) : ℝ := x / (Real.exp x - 1)
```

Lean sets $0/0=0$, so `planck 0` is $0$ and not the limiting value $1$; a single point does not affect the integral.

```lean
/-- The thermal fluctuation integral of a linearly dispersing mode at temperature `T`, with
wavevector cutoff `L`. -/
def thermalIntegral (T L : ℝ) : ℝ := ∫ q in (0 : ℝ)..L, q / (Real.exp (q / T) - 1)
```

A critical mode with frequency $\omega=cq$, $c>0$, and mass-normalised displacement has thermal mean square displacement $n(\omega)/\omega$, where $n(\omega)=1/(e^{\omega/T}-1)$. Summing over three-dimensional shells up to a cutoff $\Lambda$ gives

$$V(T)=\int_0^\Lambda\frac{4\pi q^2}{(2\pi)^3}\,\frac{n(cq)}{cq}\,dq .$$

```lean
/-- Thermal part of the mean square displacement of a mode with frequency `c * q` in three
dimensions: the Bose occupation over the frequency, summed over shells up to the cutoff `Λ`. -/
def thermalVariance (c Λ T : ℝ) : ℝ :=
  ∫ q in (0 : ℝ)..Λ, 4 * π * q ^ 2 / (2 * π) ^ 3 * (1 / (c * q)) *
    (1 / (Real.exp (c * q / T) - 1))
```

The inverse susceptibility is modelled as $\chi^{-1}=gV$. The constant $g$ stands for the quartic anharmonicity through which thermal motion stiffens the mode, with numerical factors absorbed.

```lean
/-- Model inverse susceptibility at the critical point, with the spectrum kept gapless: the coupling
`g` times the thermal mean square displacement of the critical mode. -/
def inverseSusceptibility (g c Λ T : ℝ) : ℝ := g * thermalVariance c Λ T
```

This relation is a definition, not derived from a Hamiltonian. It takes the zero-point contribution to be absorbed in the location of the critical point, and it keeps the spectrum at $cq$, neglecting the effect of the thermally induced gap on the fluctuations. For $g>0$, identifying $\chi^{-1}$ with the squared gap makes the gap proportional to $\sqrt g\,T$ at low temperature. It then shrinks no faster than the thermal frequencies, so its neglect is a weak-coupling approximation that, at fixed $g$, does not become exact on cooling, and both the pure $T^2$ law and its coefficient found below are those of the model.

## Peeling off Boltzmann factors

Since $e^x-1\ge x$, the weight satisfies $0\le p(x)\le1$ for $x\ge0$.

```lean
/-- The thermal weight of a mode of non-negative energy lies between zero and one. -/
theorem planck_bounds {x : ℝ} (hx : 0 ≤ x) : 0 ≤ planck x ∧ planck x ≤ 1 := by
  have h : x ≤ Real.exp x - 1 := by linarith [Real.add_one_le_exp x]
  exact ⟨div_nonneg hx (hx.trans h), div_le_one_of_le₀ h (hx.trans h)⟩
```

Being bounded and measurable, $p$ is integrable on $[0,X]$ for every $X\ge0$.

```lean
private theorem planck_integrable {X : ℝ} (hX : 0 ≤ X) :
    IntervalIntegrable planck MeasureTheory.volume 0 X := by
  have hm : Measurable planck := by
    unfold planck
    fun_prop
  have h1 : IntervalIntegrable (fun _ : ℝ => (1 : ℝ)) MeasureTheory.volume 0 X :=
    continuous_const.intervalIntegrable _ _
  refine h1.mono_fun' hm.aestronglyMeasurable ?_
  refine MeasureTheory.ae_restrict_of_forall_mem measurableSet_uIoc (fun x hx => ?_)
  rw [Set.uIoc_of_le hX] at hx
  have hb := planck_bounds hx.1.le
  show ‖planck x‖ ≤ 1
  rw [Real.norm_eq_abs, abs_of_nonneg hb.1]
  exact hb.2
```

For $k>0$, the function $-(1+kx)e^{-kx}/k^2$ has derivative $xe^{-kx}$, so

$$\int_0^X xe^{-kx}\,dx=\frac{1-(1+kX)e^{-kX}}{k^2}.$$

```lean
/-- The integral of one Boltzmann term `x * exp (-k x)` up to a finite cutoff `X`. -/
theorem boltzmann_term {k : ℝ} (hk : 0 < k) (X : ℝ) :
    ∫ x in (0 : ℝ)..X, x * Real.exp (-(k * x)) =
      (1 - (1 + k * X) * Real.exp (-(k * X))) / k ^ 2 := by
  have hd : ∀ x : ℝ, HasDerivAt (fun y : ℝ => -((1 + k * y) * Real.exp (-(k * y))) / k ^ 2)
      (x * Real.exp (-(k * x))) x := by
    intro x
    have h0 : HasDerivAt (fun y : ℝ => -(k * y)) (-(k * 1)) x :=
      ((hasDerivAt_id' x).const_mul k).neg
    have h2 : HasDerivAt (fun y : ℝ => 1 + k * y) (k * 1) x :=
      ((hasDerivAt_id' x).const_mul k).const_add 1
    have h3 : HasDerivAt (fun y : ℝ => -((1 + k * y) * Real.exp (-(k * y))) / k ^ 2)
        (-(k * 1 * Real.exp (-(k * x)) +
          (1 + k * x) * (Real.exp (-(k * x)) * (-(k * 1)))) / k ^ 2) x :=
      (h2.mul h0.exp).neg.div_const _
    refine h3.congr_deriv ?_
    rw [div_eq_iff (by positivity)]
    ring
  rw [intervalIntegral.integral_eq_sub_of_hasDerivAt (fun x _ => hd x)
    (Continuous.intervalIntegrable (by fun_prop) _ _)]
  simp only [mul_zero, neg_zero, Real.exp_zero, add_zero, mul_one]
  ring
```

The bound $p\le1$ also controls the damped integral:

$$\int_0^X e^{-kx}p(x)\,dx\le\frac{1-e^{-kX}}{k}\le\frac1k .$$

```lean
private theorem remainder_le {k X : ℝ} (hk : 0 < k) (hX : 0 ≤ X) :
    ∫ x in (0 : ℝ)..X, Real.exp (-(k * x)) * planck x ≤ 1 / k := by
  have hd : ∀ x : ℝ, HasDerivAt (fun y : ℝ => -Real.exp (-(k * y)) / k)
      (Real.exp (-(k * x))) x := by
    intro x
    have h0 : HasDerivAt (fun y : ℝ => -(k * y)) (-(k * 1)) x :=
      ((hasDerivAt_id' x).const_mul k).neg
    have h3 : HasDerivAt (fun y : ℝ => -Real.exp (-(k * y)) / k)
        (-(Real.exp (-(k * x)) * (-(k * 1))) / k) x := h0.exp.neg.div_const _
    refine h3.congr_deriv ?_
    rw [div_eq_iff hk.ne']
    ring
  have hi : IntervalIntegrable (fun x : ℝ => Real.exp (-(k * x))) MeasureTheory.volume 0 X :=
    Continuous.intervalIntegrable (by fun_prop) _ _
  have hle : ∫ x in (0 : ℝ)..X, Real.exp (-(k * x)) * planck x ≤
      ∫ x in (0 : ℝ)..X, Real.exp (-(k * x)) :=
    intervalIntegral.integral_mono_on hX
      ((planck_integrable hX).continuousOn_mul (Continuous.continuousOn (by fun_prop))) hi
      (fun x hx => mul_le_of_le_one_right (Real.exp_pos _).le (planck_bounds hx.1).2)
  rw [intervalIntegral.integral_eq_sub_of_hasDerivAt (fun x _ => hd x) hi] at hle
  simp only [mul_zero, neg_zero, Real.exp_zero] at hle
  have hp : 0 ≤ Real.exp (-(k * X)) / k := by positivity
  have he : -Real.exp (-(k * X)) / k - -1 / k = 1 / k - Real.exp (-(k * X)) / k := by ring
  linarith
```

From $p(x)(e^x-1)=x$ follows

$$e^{-Nx}p(x)=xe^{-(N+1)x}+e^{-(N+1)x}p(x).$$

Integrating this identity is the induction step for

$$\int_0^X p\,dx=\sum_{n=0}^{N-1}\frac{1-(1+(n+1)X)e^{-(n+1)X}}{(n+1)^2}+\int_0^X e^{-Nx}p(x)\,dx .$$

```lean
/-- The thermal integral up to `X` is a sum of `N` Boltzmann terms plus the same integral
damped by `exp (-N x)`. -/
theorem boltzmann_expansion {X : ℝ} (hX : 0 ≤ X) (N : ℕ) :
    ∫ x in (0 : ℝ)..X, planck x =
      ∑ n ∈ Finset.range N,
        (1 - (1 + ((n : ℝ) + 1) * X) * Real.exp (-(((n : ℝ) + 1) * X))) / ((n : ℝ) + 1) ^ 2
      + ∫ x in (0 : ℝ)..X, Real.exp (-((N : ℝ) * x)) * planck x := by
  induction N with
  | zero => simp
  | succ N ih =>
    -- peel one Boltzmann factor off the Bose function
    have hpt : ∀ x : ℝ, Real.exp (-((N : ℝ) * x)) * planck x =
        x * Real.exp (-(((N : ℝ) + 1) * x)) + Real.exp (-(((N : ℝ) + 1) * x)) * planck x := by
      intro x
      by_cases hx : x = 0
      · simp [hx, planck]
      have hE : Real.exp x - 1 ≠ 0 := by simpa [sub_eq_zero] using hx
      have hp : planck x * (Real.exp x - 1) = x := div_mul_cancel₀ _ hE
      have hs : Real.exp (-((N : ℝ) * x)) =
          Real.exp (-(((N : ℝ) + 1) * x)) * Real.exp x := by
        rw [← Real.exp_add]
        congr 1
        ring
      rw [hs]
      linear_combination Real.exp (-(((N : ℝ) + 1) * x)) * hp
    have hstep : ∫ x in (0 : ℝ)..X, Real.exp (-((N : ℝ) * x)) * planck x =
        (1 - (1 + ((N : ℝ) + 1) * X) * Real.exp (-(((N : ℝ) + 1) * X))) / ((N : ℝ) + 1) ^ 2
        + ∫ x in (0 : ℝ)..X, Real.exp (-(((N : ℝ) + 1) * x)) * planck x := by
      rw [← boltzmann_term (by positivity : (0 : ℝ) < (N : ℝ) + 1) X,
        ← intervalIntegral.integral_add (Continuous.intervalIntegrable (by fun_prop) _ _)
          ((planck_integrable hX).continuousOn_mul (Continuous.continuousOn (by fun_prop)))]
      exact intervalIntegral.integral_congr (fun x _ => hpt x)
    rw [Finset.sum_range_succ, ih, hstep]
    push_cast
    ring
```

## Bounds at every temperature

Mathlib supplies $\sum_{n\ge1}1/n^2=\pi^2/6$; here its index is shifted to match the expansion.

```lean
private theorem sum_inv_sq :
    Tendsto (fun N : ℕ => ∑ n ∈ Finset.range N, 1 / ((n : ℝ) + 1) ^ 2) atTop
      (𝓝 (π ^ 2 / 6)) := by
  have h := (tendsto_add_atTop_iff_nat 1).2 hasSum_zeta_two.tendsto_sum_nat
  refine h.congr (fun N => ?_)
  simp [Finset.sum_range_succ']
```

For the lower bound, drop the non-negative remainder and set $y=(n+1)X\ge X$. Then

$$1+y\le(1+X)(1+y-X)\le(1+X)e^{y-X},$$

so $(1+y)e^{-y}\le(1+X)e^{-X}$, and every term is at least $(1-(1+X)e^{-X})/(n+1)^2$. For the upper bound, each term is at most $1/(n+1)^2$, and after $N+1$ terms the remainder is at most $1/(N+1)$. Letting $N\to\infty$ gives

$$\bigl(1-(1+X)e^{-X}\bigr)\frac{\pi^2}{6}\le\int_0^X p\,dx\le\frac{\pi^2}{6}.$$

```lean
/-- Two-sided bound on the dimensionless thermal integral with finite cutoff `X`. -/
theorem planck_integral_bounds {X : ℝ} (hX : 0 ≤ X) :
    (1 - (1 + X) * Real.exp (-X)) * (π ^ 2 / 6) ≤ ∫ x in (0 : ℝ)..X, planck x ∧
      ∫ x in (0 : ℝ)..X, planck x ≤ π ^ 2 / 6 := by
  constructor
  · refine le_of_tendsto' (sum_inv_sq.const_mul (1 - (1 + X) * Real.exp (-X))) (fun N => ?_)
    have hR : 0 ≤ ∫ x in (0 : ℝ)..X, Real.exp (-((N : ℝ) * x)) * planck x :=
      intervalIntegral.integral_nonneg hX
        (fun x hx => mul_nonneg (Real.exp_pos _).le (planck_bounds hx.1).1)
    rw [boltzmann_expansion hX N, Finset.mul_sum]
    refine le_add_of_le_of_nonneg (Finset.sum_le_sum (fun n _ => ?_)) hR
    rw [mul_one_div]
    -- (1 + y) exp (-y) decreases, so the first term has the largest relative deficit
    have hy : X ≤ ((n : ℝ) + 1) * X := by nlinarith [mul_nonneg (Nat.cast_nonneg (α := ℝ) n) hX]
    generalize ((n : ℝ) + 1) * X = y at hy ⊢
    have h1 : 1 + y ≤ (1 + X) * Real.exp (y - X) := by
      have h2 := mul_le_mul_of_nonneg_left (Real.add_one_le_exp (y - X))
        (by linarith : 0 ≤ 1 + X)
      nlinarith [mul_nonneg hX (sub_nonneg.2 hy)]
    have h3 := mul_le_mul_of_nonneg_right h1 (Real.exp_pos (-y)).le
    have h4 : Real.exp (y - X) * Real.exp (-y) = Real.exp (-X) := by
      rw [← Real.exp_add]
      congr 1
      ring
    rw [mul_assoc, h4] at h3
    gcongr
  · have hlim := ((tendsto_add_atTop_iff_nat 1).2 sum_inv_sq).add
      (tendsto_one_div_add_atTop_nhds_zero_nat (𝕜 := ℝ))
    rw [add_zero] at hlim
    refine ge_of_tendsto' hlim (fun N => ?_)
    rw [boltzmann_expansion hX (N + 1)]
    refine add_le_add (Finset.sum_le_sum (fun n _ => ?_)) ?_
    · have : 0 ≤ (1 + ((n : ℝ) + 1) * X) * Real.exp (-(((n : ℝ) + 1) * X)) := by positivity
      gcongr
      linarith
    · have h := remainder_le (by positivity : (0 : ℝ) < (N : ℝ) + 1) hX
      push_cast
      exact h
```

Substituting $q=Tx$ produces one factor $T$ from the integrand and one from $dq$:

$$I(T,L)=T^2\int_0^{L/T}p(x)\,dx .$$

```lean
/-- Rescaling wavevectors by the temperature extracts a factor `T ^ 2` and leaves the cutoff
only in the combination `L / T`. -/
theorem thermalIntegral_scaling {T : ℝ} (hT : 0 < T) (L : ℝ) :
    thermalIntegral T L = T ^ 2 * ∫ x in (0 : ℝ)..(L / T), planck x := by
  have h : ∀ q : ℝ, q / (Real.exp (q / T) - 1) = T * planck (q / T) := by
    intro q
    have hq : T * (q / T) = q := by field_simp
    unfold planck
    rw [← mul_div_assoc, hq]
  unfold thermalIntegral
  simp only [h]
  rw [intervalIntegral.integral_const_mul, intervalIntegral.integral_comp_div _ hT.ne',
    zero_div, smul_eq_mul]
  ring
```

The bounds therefore hold for $I/T^2$ with $X=L/T$. At $L/T=10$ the shortfall from $\pi^2/6$ is at most about $0.05\%$. In the smallest case, $L=0$, the integral and its lower bound both vanish, which is why the limit below needs $L>0$.

```lean
/-- At every temperature `T > 0` the thermal integral is at most `π² T² / 6`, and falls short
of it by at most the relative amount `(1 + L/T) exp (-L/T)`. -/
theorem thermalIntegral_bounds {T L : ℝ} (hT : 0 < T) (hL : 0 ≤ L) :
    T ^ 2 * ((1 - (1 + L / T) * Real.exp (-(L / T))) * (π ^ 2 / 6)) ≤ thermalIntegral T L ∧
      thermalIntegral T L ≤ T ^ 2 * (π ^ 2 / 6) := by
  have h := planck_integral_bounds (div_nonneg hL hT.le)
  rw [thermalIntegral_scaling hT]
  exact ⟨mul_le_mul_of_nonneg_left h.1 (sq_nonneg T),
    mul_le_mul_of_nonneg_left h.2 (sq_nonneg T)⟩
```

## The low-temperature limit

As $T\to0^+$ at fixed $L>0$, $L/T\to\infty$ and $(1+L/T)e^{-L/T}\to0$, so the two bounds squeeze the ratio to $\pi^2/6$. In Lean, `𝓝[>] 0` denotes approach to zero through positive temperatures.

```lean
/-- For a fixed cutoff `L > 0`, the thermal fluctuation integral divided by `T ^ 2` tends to
`π² / 6` as the temperature tends to zero from above. -/
theorem thermalIntegral_div_sq_tendsto {L : ℝ} (hL : 0 < L) :
    Tendsto (fun T : ℝ => thermalIntegral T L / T ^ 2) (𝓝[>] 0) (𝓝 (π ^ 2 / 6)) := by
  have hF : Tendsto (fun X : ℝ => ∫ x in (0 : ℝ)..X, planck x) atTop (𝓝 (π ^ 2 / 6)) := by
    have h0 : Tendsto (fun X : ℝ => (1 - (1 + X) * Real.exp (-X)) * (π ^ 2 / 6)) atTop
        (𝓝 (π ^ 2 / 6)) := by
      have h := (((Real.tendsto_pow_mul_exp_neg_atTop_nhds_zero 0).add
        (Real.tendsto_pow_mul_exp_neg_atTop_nhds_zero 1)).const_sub 1).mul_const (π ^ 2 / 6)
      have hv : (1 - (0 + 0)) * (π ^ 2 / 6) = π ^ 2 / 6 := by ring
      rw [hv] at h
      refine h.congr (fun X => ?_)
      ring
    refine tendsto_of_tendsto_of_tendsto_of_le_of_le' h0 tendsto_const_nhds ?_ ?_
    · filter_upwards [eventually_ge_atTop 0] with X hX using (planck_integral_bounds hX).1
    · filter_upwards [eventually_ge_atTop 0] with X hX using (planck_integral_bounds hX).2
  -- cooling at fixed cutoff sends the rescaled cutoff L / T to infinity
  have hX : Tendsto (fun T : ℝ => L / T) (𝓝[>] 0) atTop := by
    simp only [div_eq_mul_inv]
    exact tendsto_inv_nhdsGT_zero.const_mul_atTop hL
  refine (hF.comp hX).congr' ?_
  filter_upwards [self_mem_nhdsWithin] with T hT
  have hT' : (0 : ℝ) < T := hT
  rw [thermalIntegral_scaling hT', mul_div_cancel_left₀ _ (pow_ne_zero 2 hT'.ne')]
  rfl
```

For the shell integral, $\frac{4\pi q^2}{(2\pi)^3}\frac1{cq}=\frac{q}{2\pi^2c}$ and $cq/T=q/(T/c)$, hence

$$V(T)=\frac{I(T/c,\Lambda)}{2\pi^2c}.$$

```lean
/-- The three-dimensional thermal displacement of a mode with velocity `c` is the thermal
integral at temperature `T / c`, divided by `2 π² c`. -/
theorem thermalVariance_eq {c : ℝ} (hc : 0 < c) (Λ T : ℝ) :
    thermalVariance c Λ T = 1 / (2 * π ^ 2 * c) * thermalIntegral (T / c) Λ := by
  unfold thermalVariance thermalIntegral
  rw [← intervalIntegral.integral_const_mul]
  refine intervalIntegral.integral_congr (fun q _ => ?_)
  have hπ : π ≠ 0 := Real.pi_ne_zero
  have key : 4 * π * q ^ 2 / (2 * π) ^ 3 * (1 / (c * q)) = 1 / (2 * π ^ 2 * c) * q := by
    by_cases hq : q = 0
    · simp [hq]
    · field_simp
      ring
  have he : c * q / T = q / (T / c) := by
    rw [div_div_eq_mul_div, mul_comm]
  show 4 * π * q ^ 2 / (2 * π) ^ 3 * (1 / (c * q)) * (1 / (Real.exp (c * q / T) - 1)) =
    1 / (2 * π ^ 2 * c) * (q / (Real.exp (q / (T / c)) - 1))
  rw [key, he]
  ring
```

Since $T/c\to0^+$ as well,

$$\frac{\chi^{-1}}{T^2}=\frac{g}{2\pi^2c^3}\,\frac{I(T/c,\Lambda)}{(T/c)^2}\to\frac{g}{12c^3}.$$

The theorem holds for any real $g$ and any $c,\Lambda>0$; the cutoff has disappeared from the limit. The limit can serve to check a numerical wavevector sum of the thermal part $n(\omega)/\omega$ at the critical point, with the divergent term at $q=0$ left out, provided that a single isotropic branch with $\omega=cq$ describes the mode, that $T$ is far below $c\Lambda$, and that the wavevector mesh is fine compared with $T/c$.

```lean
/-- The model inverse susceptibility of a gapless critical mode with velocity `c` in three
dimensions, divided by `T ^ 2`, tends to `g / (12 c³)` as `T` tends to zero from above. -/
theorem inverseSusceptibility_div_sq_tendsto (g : ℝ) {c Λ : ℝ} (hc : 0 < c) (hΛ : 0 < Λ) :
    Tendsto (fun T : ℝ => inverseSusceptibility g c Λ T / T ^ 2) (𝓝[>] 0)
      (𝓝 (g / (12 * c ^ 3))) := by
  have hs : Tendsto (fun T : ℝ => T / c) (𝓝[>] 0) (𝓝[>] 0) := by
    refine tendsto_nhdsWithin_of_tendsto_nhds_of_eventually_within _ ?_ ?_
    · exact ((continuous_id.div_const c).tendsto' 0 0 (by simp)).mono_left nhdsWithin_le_nhds
    · filter_upwards [self_mem_nhdsWithin] with T hT
      exact div_pos hT hc
  have h := ((thermalIntegral_div_sq_tendsto hΛ).comp hs).const_mul (g / (2 * π ^ 2 * c ^ 3))
  have hπ : π ≠ 0 := Real.pi_ne_zero
  have hv : g / (2 * π ^ 2 * c ^ 3) * (π ^ 2 / 6) = g / (12 * c ^ 3) := by
    field_simp
    ring
  rw [hv] at h
  refine h.congr' ?_
  filter_upwards [self_mem_nhdsWithin] with T hT
  have hT' : T ≠ 0 := ne_of_gt hT
  show g / (2 * π ^ 2 * c ^ 3) * (thermalIntegral (T / c) Λ / (T / c) ^ 2) =
    inverseSusceptibility g c Λ T / T ^ 2
  unfold inverseSusceptibility
  rw [thermalVariance_eq hc]
  generalize thermalIntegral (T / c) Λ = J
  field_simp

end

end QuantumCriticalSoftMode
```

```lean
#print axioms QuantumCriticalSoftMode.thermalIntegral_bounds
-- 'QuantumCriticalSoftMode.thermalIntegral_bounds' depends on axioms: [propext, Classical.choice, Quot.sound]
#print axioms QuantumCriticalSoftMode.thermalVariance_eq
-- 'QuantumCriticalSoftMode.thermalVariance_eq' depends on axioms: [propext, Classical.choice, Quot.sound]
#print axioms QuantumCriticalSoftMode.inverseSusceptibility_div_sq_tendsto
-- 'QuantumCriticalSoftMode.inverseSusceptibility_div_sq_tendsto' depends on axioms: [propext, Classical.choice, Quot.sound]
```
